# For two unit-frequency oscillators coupled by $cxy$ with $0<|c|<1$, product states have energy at least 1 and a correlated Gaussian eigenfunction lies below 1

After a vibrational self-consistent-field (VSCF) calculation has converged, one may add a correlation step, such as configuration interaction, or change the coordinates and start again. For two harmonic modes of unit mass and frequency, in units with $\hbar=1$ and with a bilinear coupling $cxy$, where $0<|c|<1$, such a step has energy to recover. Products of one function of $x$ and one of $y$ cannot go below the uncoupled zero-point energy, which is 1, while the coupled problem has a square-integrable eigenfunction below it.

The product bound is proved for abstract operators obeying the canonical commutation relation, and the eigenfunction is treated with the differential operator in $x$ and $y$. Comparing the two energies as those of one physical system uses the standard identification of the abstract pair with position and momentum on Schwartz functions, which the file does not construct.

## One mode and its canonical pair

The mode functions are vectors in a complex inner-product space $E$, which is not assumed complete; the example to keep in mind is the space of Schwartz functions, not all of $L^2$. Mass, frequency and $\hbar$ are 1, and the inner product $\langle\cdot,\cdot\rangle$ is conjugate-linear in its first argument.

In Lean 4 with Mathlib:

```lean
import Mathlib

open scoped TensorProduct

/-! Product states and a Gaussian eigenfunction of two coupled oscillators.
The standard canonical pair is position and momentum on Schwartz functions; its
construction as an inner-product space is not carried out here. -/

namespace VibrationalSCF

noncomputable section

variable {E : Type*} [NormedAddCommGroup E] [InnerProductSpace ℂ E]
```

Position $X$ and momentum $P$ are linear maps defined on all of $E$, symmetric in the sense $\langle Xf,g\rangle=\langle f,Xg\rangle$, with

$$XP-PX=i .$$

This relation is postulated; it is the source of the zero-point energy. No nonzero finite-dimensional space carries such a pair, since the trace of a commutator vanishes, so truncated matrices for $X$ and $P$ do not satisfy `CanonicalPair`. No nonzero complete space does either: symmetric operators defined on all of it would be bounded, and bounded operators cannot satisfy this relation.

```lean
/-- Symmetric position and momentum operators with `XP - PX = i`, in units with `ℏ = 1`. -/
structure CanonicalPair (X P : E →ₗ[ℂ] E) : Prop where
  symm_X : X.IsSymmetric
  symm_P : P.IsSymmetric
  comm : ∀ f, X (P f) - P (X f) = Complex.I • f
```

Each mode has the harmonic Hamiltonian $h=(P^2+X^2)/2$.

```lean
/-- The Hamiltonian `(P² + X²)/2` of one vibrational mode. -/
def modeH (X P : E →ₗ[ℂ] E) : E →ₗ[ℂ] E :=
  (1 / 2 : ℂ) • (P ∘ₗ P + X ∘ₗ X)
```

The two-mode Hamiltonian acts on the algebraic tensor product $E\otimes E$:

$$H=h\otimes 1+1\otimes h+c\,X\otimes X .$$

The real number $c$ is the coupling constant. For $|c|<1$ the potential $(x^2+y^2)/2+cxy$ has a strict minimum at the origin.

```lean
/-- Two identical modes with the bilinear coupling `c X ⊗ X`. -/
def coupledH (c : ℝ) (X P : E →ₗ[ℂ] E) : E ⊗[ℂ] E →ₗ[ℂ] E ⊗[ℂ] E :=
  TensorProduct.map (modeH X P) LinearMap.id + TensorProduct.map LinearMap.id (modeH X P)
    + (c : ℂ) • TensorProduct.map X X
```

For unit vectors $f$ and $g$, the functional that VSCF minimises in this model is

$$\mathcal E(f,g)=\tfrac12\left(\|Pf\|^2+\|Xf\|^2+\|Pg\|^2+\|Xg\|^2\right)+c\,\langle f,Xf\rangle\langle g,Xg\rangle .$$

The code takes real parts of the two mean positions, which are real in any case.

```lean
/-- The self-consistent-field energy functional, for mode functions `f` and `g` of unit norm. -/
def productEnergy (c : ℝ) (X P : E →ₗ[ℂ] E) (f g : E) : ℝ :=
  (‖P f‖ ^ 2 + ‖X f‖ ^ 2 + ‖P g‖ ^ 2 + ‖X g‖ ^ 2) / 2
    + c * (inner ℂ f (X f)).re * (inner ℂ g (X g)).re
```

## What the commutator costs

Two elementary identities come first. The overlap $\langle f,f\rangle$ is $\|f\|^2$, here written as a complex number:

```lean
/-- The overlap of a vector with itself is its squared norm. -/
theorem inner_self_ofReal (f : E) : inner ℂ f f = ((‖f‖ ^ 2 : ℝ) : ℂ) :=
  (inner_self_eq_norm_sq_to_K (𝕜 := ℂ) f).trans (Complex.ofReal_pow _ _).symm
```

For symmetric $A$, $\overline{\langle f,Af\rangle}=\langle Af,f\rangle=\langle f,Af\rangle$, so the expectation value is real:

```lean
/-- A symmetric operator has real expectation values. -/
theorem expectation_real {A : E →ₗ[ℂ] E} (hA : A.IsSymmetric) (f : E) :
    inner ℂ f (A f) = ((inner ℂ f (A f)).re : ℂ) :=
  (Complex.conj_eq_iff_re.mp (by rw [inner_conj_symm]; exact hA f f)).symm
```

Now take the expectation value of the commutator in a unit vector $f$ and move the outer operators to the left:

$$\langle Xf,Pf\rangle-\langle Pf,Xf\rangle=i .$$

The two terms are complex conjugates, so the imaginary part reads $-2\,\mathrm{Im}\langle Pf,Xf\rangle=1$, which gives $\mathrm{Im}\langle Pf,Xf\rangle=-\tfrac12$. In the code, `him` is the conjugation step and `h2` the imaginary part of the equation.

```lean
/-- For a canonical pair and a unit vector `f`, the imaginary part of `⟨Pf, Xf⟩` is `-1/2`. -/
theorem im_inner_momentum_position {X P : E →ₗ[ℂ] E} (S : CanonicalPair X P)
    (f : E) (hf : ‖f‖ = 1) : (inner ℂ (P f) (X f)).im = -1 / 2 := by
  have h : inner ℂ f (X (P f) - P (X f)) = inner ℂ f (Complex.I • f) := by rw [S.comm f]
  rw [inner_sub_right, inner_smul_right, inner_self_ofReal, hf,
    ← S.symm_X f (P f), ← S.symm_P f (X f)] at h
  have him : (inner ℂ (X f) (P f)).im = -(inner ℂ (P f) (X f)).im := by
    rw [← inner_conj_symm (X f) (P f), Complex.conj_im]
  have h2 := congrArg Complex.im h
  simp only [Complex.sub_im, Complex.mul_im, Complex.I_re, Complex.I_im,
    Complex.ofReal_re, Complex.ofReal_im] at h2
  rw [him] at h2
  linarith
```

Let $a=\langle f,Xf\rangle$ and $b=\langle f,Pf\rangle$, both real, and centre the position by setting $u=Xf-af$. Then

$$\|u\|^2=\|Xf\|^2-a^2,\qquad \langle Pf,u\rangle=\langle Pf,Xf\rangle-ab .$$

Since $ab$ is real, the imaginary part is still $-\tfrac12$, and Cauchy–Schwarz gives $\tfrac12\le\|Pf\|\,\|u\|$. Hence

$$\|Pf\|^2+\|Xf\|^2-a^2=\|Pf\|^2+\|u\|^2\ge 2\|Pf\|\,\|u\|\ge 1 .$$

Displacing the mode by $a$ therefore raises the lower bound by $a^2$. The step `hu` is the identity for $\|u\|^2$, `him` states that $\mathrm{Im}\langle Pf,u\rangle=-\tfrac12$, and the closing `nlinarith` uses $(\|Pf\|-\|u\|)^2\ge0$.

```lean
/-- For a canonical pair and a unit vector, `‖Pf‖² + ‖Xf‖²` is at least one plus the square
of the mean displacement. -/
theorem zero_point_bound {X P : E →ₗ[ℂ] E} (S : CanonicalPair X P) (f : E) (hf : ‖f‖ = 1) :
    1 + (inner ℂ f (X f)).re ^ 2 ≤ ‖P f‖ ^ 2 + ‖X f‖ ^ 2 := by
  obtain ⟨a, ha⟩ : ∃ a : ℝ, inner ℂ f (X f) = (a : ℂ) := ⟨_, expectation_real S.symm_X f⟩
  obtain ⟨b, hb⟩ : ∃ b : ℝ, inner ℂ f (P f) = (b : ℂ) := ⟨_, expectation_real S.symm_P f⟩
  have ha' : inner ℂ (X f) f = (a : ℂ) := (S.symm_X f f).trans ha
  have hb' : inner ℂ (P f) f = (b : ℂ) := (S.symm_P f f).trans hb
  -- the position variance
  have hu : ‖X f - (a : ℂ) • f‖ ^ 2 = ‖X f‖ ^ 2 - a ^ 2 := by
    apply Complex.ofReal_injective
    rw [← inner_self_ofReal (X f - (a : ℂ) • f)]
    simp only [inner_sub_left, inner_sub_right, inner_smul_left, inner_smul_right,
      Complex.conj_ofReal, ha, ha', inner_self_ofReal, hf]
    push_cast
    ring
  -- centring the position leaves the commutator term unchanged
  have him : (inner ℂ (P f) (X f - (a : ℂ) • f)).im = -1 / 2 := by
    rw [inner_sub_right, inner_smul_right, hb', Complex.sub_im,
      im_inner_momentum_position S f hf, ← Complex.ofReal_mul, Complex.ofReal_im, sub_zero]
  have h1 := (Complex.abs_im_le_norm _).trans (norm_inner_le_norm (𝕜 := ℂ) (P f)
    (X f - (a : ℂ) • f))
  rw [him] at h1
  have h2 := (neg_le_abs (-1 / 2 : ℝ)).trans h1
  rw [ha, Complex.ofReal_re]
  nlinarith [sq_nonneg (‖P f‖ - ‖X f - (a : ℂ) • f‖)]
```

## The energy of a product state

Inner products of product vectors factorise, so for unit $f$ and $g$

$$\langle f\otimes g,H(f\otimes g)\rangle=\langle f,hf\rangle+\langle g,hg\rangle+c\,\langle f,Xf\rangle\langle g,Xg\rangle .$$

Symmetry gives $\langle f,hf\rangle=(\|Pf\|^2+\|Xf\|^2)/2$, which is `key`. The expectation value is thus $\mathcal E(f,g)$.

```lean
/-- For a canonical pair and unit vectors `f`, `g`, the expectation value of the coupled
Hamiltonian in `f ⊗ g` is the product energy. -/
theorem product_expectation (c : ℝ) {X P : E →ₗ[ℂ] E} (S : CanonicalPair X P)
    (f g : E) (hf : ‖f‖ = 1) (hg : ‖g‖ = 1) :
    inner ℂ (f ⊗ₜ[ℂ] g) (coupledH c X P (f ⊗ₜ[ℂ] g)) = (productEnergy c X P f g : ℂ) := by
  have key : ∀ u : E, inner ℂ u (modeH X P u) = (((‖P u‖ ^ 2 + ‖X u‖ ^ 2) / 2 : ℝ) : ℂ) := by
    intro u
    simp only [modeH, LinearMap.smul_apply, LinearMap.add_apply, LinearMap.comp_apply,
      inner_smul_right, inner_add_right]
    rw [← S.symm_P u (P u), ← S.symm_X u (X u), inner_self_ofReal, inner_self_ofReal]
    push_cast
    ring
  simp only [coupledH, LinearMap.add_apply, LinearMap.smul_apply, TensorProduct.map_tmul,
    LinearMap.id_apply, inner_add_right, inner_smul_right, TensorProduct.inner_tmul]
  rw [key f, key g, inner_self_ofReal f, inner_self_ofReal g, hf, hg,
    expectation_real S.symm_X f, expectation_real S.symm_X g]
  unfold productEnergy
  push_cast
  ring
```

The value 1 is reached when $Pf=iXf$ and $Pg=iXg$, that is, when $X+iP$ annihilates both vectors. In that case $\langle Pf,Xf\rangle=-i\|Xf\|^2$, so the commutator result forces $\|Xf\|^2=\|Pf\|^2=\tfrac12$. Also $\langle f,Pf\rangle=i\langle f,Xf\rangle$ with both expectation values real, so the mean position vanishes, and the coupling term with it. The same holds for $g$.

The theorem assumes such vectors. In the usual representation the condition reads $f'=-xf$, solved by the oscillator ground state $e^{-x^2/2}$ up to normalisation.

```lean
/-- For a canonical pair, unit vectors with `Pf = iXf` and `Pg = iXg` have product energy
exactly 1, whatever the coupling. -/
theorem productEnergy_eq_one (c : ℝ) {X P : E →ₗ[ℂ] E} (S : CanonicalPair X P)
    (f g : E) (hf : ‖f‖ = 1) (hg : ‖g‖ = 1)
    (hPf : P f = Complex.I • X f) (hPg : P g = Complex.I • X g) :
    productEnergy c X P f g = 1 := by
  have key : ∀ u : E, ‖u‖ = 1 → P u = Complex.I • X u →
      ‖P u‖ ^ 2 + ‖X u‖ ^ 2 = 1 ∧ (inner ℂ u (X u)).re = 0 := by
    intro u hu hPu
    have h := im_inner_momentum_position S u hu
    rw [hPu, inner_smul_left, inner_self_ofReal] at h
    simp only [Complex.conj_I, neg_mul, Complex.neg_im, Complex.mul_im, Complex.I_re,
      Complex.I_im, Complex.ofReal_re, Complex.ofReal_im] at h
    have hn : ‖P u‖ = ‖X u‖ := by rw [hPu, norm_smul, Complex.norm_I, one_mul]
    have hi := congrArg Complex.im (expectation_real S.symm_P u)
    rw [Complex.ofReal_im, hPu, inner_smul_right, Complex.mul_im, Complex.I_re,
      Complex.I_im] at hi
    constructor
    · rw [hn]; linarith
    · linarith
  obtain ⟨h1, h2⟩ := key f hf hPf
  obtain ⟨h3, h4⟩ := key g hg hPg
  unfold productEnergy
  rw [h2, h4]
  linarith
```

## A Gaussian in the normal coordinates

Write $p=\sqrt{1+c}$ and $q=\sqrt{1-c}$, the frequencies of the normal modes along $x+y$ and $x-y$ (these letters are unrelated to the momentum $P$). The candidate eigenfunction is

$$G(x,y)=\exp\!\left(-\tfrac14\left[p(x+y)^2+q(x-y)^2\right]\right).$$

It is unnormalised; for $|c|<1$ its squared norm is $\pi/\sqrt{pq}$, and rescaling leaves the eigenvalue unchanged.

```lean
/-- The Gaussian in the normal coordinates `x + y` and `x - y`, for `|c| ≤ 1`. -/
def pairGaussian (c x y : ℝ) : ℝ :=
  Real.exp (-(√(1 + c) * (x + y) ^ 2 + √(1 - c) * (x - y) ^ 2) / 4)
```

The Hamiltonian is now the differential operator

$$-\tfrac12(\partial_x^2+\partial_y^2)+\tfrac12(x^2+y^2)+cxy .$$

```lean
/-- The coupled-oscillator Schrödinger operator on twice differentiable functions of `x, y`. -/
def schrodingerOp (c : ℝ) (ψ : ℝ → ℝ → ℝ) (x y : ℝ) : ℝ :=
  -(deriv (deriv fun s => ψ s y) x + deriv (deriv fun t => ψ x t) y) / 2
    + ((x ^ 2 + y ^ 2) / 2 + c * x * y) * ψ x y
```

With $L=\tfrac12[p(x+y)+q(x-y)]$ one has $\partial_xG=-LG$ and $\partial_xL=(p+q)/2$, so

$$\partial_x^2G=\left(L^2-\tfrac{p+q}{2}\right)G .$$

The first derivative is `h1`; the product rule then gives the second.

```lean
/-- The second derivative of the correlated Gaussian along its first coordinate. -/
theorem pairGaussian_second_deriv (c x y : ℝ) :
    deriv (deriv fun s => pairGaussian c s y) x =
      (((√(1 + c) * (x + y) + √(1 - c) * (x - y)) / 2) ^ 2
        - (√(1 + c) + √(1 - c)) / 2) * pairGaussian c x y := by
  have ha : ∀ s : ℝ, HasDerivAt (fun s => s + y) 1 s := fun s => (hasDerivAt_id' s).add_const y
  have hb : ∀ s : ℝ, HasDerivAt (fun s => s - y) 1 s := fun s => (hasDerivAt_id' s).sub_const y
  have h1 : ∀ s : ℝ, HasDerivAt (fun s => pairGaussian c s y)
      (-(√(1 + c) * (s + y) + √(1 - c) * (s - y)) / 2 * pairGaussian c s y) s := by
    intro s
    have e := (((((ha s).fun_pow 2).const_mul √(1 + c)).fun_add
      (((hb s).fun_pow 2).const_mul √(1 - c))).fun_neg).div_const 4
    refine e.exp.congr_deriv ?_
    unfold pairGaussian
    push_cast
    ring
  have hl := ((((ha x).const_mul √(1 + c)).fun_add
    ((hb x).const_mul √(1 - c))).fun_neg).div_const 2
  rw [show (deriv fun s => pairGaussian c s y) = _ from funext fun s => (h1 s).deriv,
    (hl.fun_mul (h1 x)).deriv]
  ring
```

Exchanging $x$ and $y$ leaves $G$ unchanged and turns $L$ into $M=\tfrac12[p(x+y)-q(x-y)]$. The kinetic term is therefore

$$-\tfrac12(\partial_x^2+\partial_y^2)G=\left(-\tfrac12(L^2+M^2)+\tfrac{p+q}{2}\right)G,$$

where

$$\tfrac12(L^2+M^2)=\tfrac14\left[p^2(x+y)^2+q^2(x-y)^2\right]=\tfrac12(x^2+y^2)+cxy .$$

The potential cancels, leaving the eigenvalue $(p+q)/2$. The final `linear_combination` inserts $p^2=1+c$ and $q^2=1-c$.

```lean
/-- For `|c| ≤ 1` the correlated Gaussian solves the coupled Schrödinger equation with
energy `(√(1+c) + √(1-c))/2`. -/
theorem pairGaussian_eigen (c : ℝ) (hc : |c| ≤ 1) (x y : ℝ) :
    schrodingerOp c (pairGaussian c) x y =
      (√(1 + c) + √(1 - c)) / 2 * pairGaussian c x y := by
  obtain ⟨hc1, hc2⟩ := abs_le.mp hc
  have hp : √(1 + c) ^ 2 = 1 + c := Real.sq_sqrt (by linarith)
  have hq : √(1 - c) ^ 2 = 1 - c := Real.sq_sqrt (by linarith)
  have hsym : ∀ a b, pairGaussian c a b = pairGaussian c b a := by
    intro a b
    unfold pairGaussian
    congr 1
    ring
  have hy : (fun t => pairGaussian c x t) = fun t => pairGaussian c t x := funext (hsym x)
  change -(deriv (deriv fun s => pairGaussian c s y) x
    + deriv (deriv fun t => pairGaussian c x t) y) / 2 + _ = _
  rw [hy, pairGaussian_second_deriv, pairGaussian_second_deriv, hsym y x]
  linear_combination (-(x + y) ^ 2 / 4 * pairGaussian c x y) * hp
    - ((x - y) ^ 2 / 4 * pairGaussian c x y) * hq
```

For square integrability let $m=\min(p,q)$, which is positive when $|c|<1$. Then

$$G^2\le\exp\!\left(-\tfrac m2\left[(x+y)^2+(x-y)^2\right]\right)=e^{-mx^2}e^{-my^2},$$

and the right-hand side is integrable over the plane. At $|c|=1$ one frequency is zero, $G$ is constant along a line direction, and integrability fails.

```lean
/-- For `|c| < 1` the correlated Gaussian is square integrable over the plane. -/
theorem pairGaussian_sq_integrable (c : ℝ) (hc : |c| < 1) :
    MeasureTheory.Integrable (fun z : ℝ × ℝ => pairGaussian c z.1 z.2 ^ 2) := by
  obtain ⟨hc1, hc2⟩ := abs_lt.mp hc
  obtain ⟨m, hm, h1, h2⟩ : ∃ m : ℝ, 0 < m ∧ m ≤ √(1 + c) ∧ m ≤ √(1 - c) :=
    ⟨min √(1 + c) √(1 - c), lt_min (Real.sqrt_pos.mpr (by linarith))
      (Real.sqrt_pos.mpr (by linarith)), min_le_left _ _, min_le_right _ _⟩
  -- compare with a product of two Gaussians of the softer frequency
  refine MeasureTheory.Integrable.mono'
    ((integrable_exp_neg_mul_sq hm).mul_prod (integrable_exp_neg_mul_sq hm))
    (Continuous.aestronglyMeasurable (by unfold pairGaussian; fun_prop))
    (Filter.Eventually.of_forall fun z => ?_)
  rw [Real.norm_of_nonneg (sq_nonneg _), ← Real.exp_add, pairGaussian, ← Real.exp_nat_mul]
  apply Real.exp_le_exp.mpr
  push_cast
  nlinarith [mul_le_mul_of_nonneg_right h1 (sq_nonneg (z.1 + z.2)),
    mul_le_mul_of_nonneg_right h2 (sq_nonneg (z.1 - z.2))]
```

## The two energies compared

Let $a$ and $b$ now be the mean positions in $f$ and $g$. Adding the two single-mode bounds gives

$$\mathcal E(f,g)\ge 1+\tfrac12(a^2+b^2)+cab=1+\tfrac14\left[(1+c)(a+b)^2+(1-c)(a-b)^2\right]\ge1 .$$

The mean-field coupling cannot repay the cost of displacing the modes. For the eigenvalue, $p^2+q^2=2$, and $c\ne0$ implies $p\ne1$, so

$$0<(p-1)^2+(q-1)^2=4-2(p+q),$$

which means $(p+q)/2<1$. Both arguments end in `nlinarith`, supplied with these squares.

In words, `correlation_lowers_energy` takes a real $c$ with $0<|c|<1$ and any canonical pair, and states four things: every product of unit vectors has energy at least 1, $G^2$ is integrable, $G$ satisfies the eigenvalue equation at every point, and its eigenvalue is below 1. It does not identify $G$ as the ground state, and it concerns neither anharmonic terms nor unequal frequencies.

The restriction to products refers to the coordinates $x$ and $y$. In $x+y$ and $x-y$ the function $G$ is itself a product, so for this harmonic model the missing energy can be recovered by rotating the coordinates.

```lean
/-- For a canonical pair and `0 < |c| < 1`, every normalised product state has energy at least
1, while a square-integrable correlated Gaussian is an eigenfunction with energy below 1. -/
theorem correlation_lowers_energy (c : ℝ) (hc0 : 0 < |c|) (hc : |c| < 1)
    {X P : E →ₗ[ℂ] E} (S : CanonicalPair X P) :
    (∀ f g : E, ‖f‖ = 1 → ‖g‖ = 1 →
      1 ≤ (inner ℂ (f ⊗ₜ[ℂ] g) (coupledH c X P (f ⊗ₜ[ℂ] g))).re) ∧
    MeasureTheory.Integrable (fun z : ℝ × ℝ => pairGaussian c z.1 z.2 ^ 2) ∧
    (∀ x y, schrodingerOp c (pairGaussian c) x y =
      (√(1 + c) + √(1 - c)) / 2 * pairGaussian c x y) ∧
    (√(1 + c) + √(1 - c)) / 2 < 1 := by
  obtain ⟨hc1, hc2⟩ := abs_lt.mp hc
  refine ⟨fun f g hf hg => ?_, pairGaussian_sq_integrable c hc,
    pairGaussian_eigen c hc.le, ?_⟩
  · rw [product_expectation c S f g hf hg, Complex.ofReal_re, productEnergy]
    have h1 := zero_point_bound S f hf
    have h2 := zero_point_bound S g hg
    -- the mean-field coupling cannot outweigh the cost of displacing both modes
    nlinarith [mul_nonneg (by linarith : (0 : ℝ) ≤ 1 + c)
        (sq_nonneg ((inner ℂ f (X f)).re + (inner ℂ g (X g)).re)),
      mul_nonneg (by linarith : (0 : ℝ) ≤ 1 - c)
        (sq_nonneg ((inner ℂ f (X f)).re - (inner ℂ g (X g)).re))]
  · have hp : √(1 + c) ^ 2 = 1 + c := Real.sq_sqrt (by linarith)
    have hq : √(1 - c) ^ 2 = 1 - c := Real.sq_sqrt (by linarith)
    have hne : √(1 + c) - 1 ≠ 0 := by
      intro h
      have h1 : √(1 + c) = 1 := by linarith
      rw [h1] at hp
      exact abs_pos.mp hc0 (by linarith)
    have hpos : 0 < (√(1 + c) - 1) ^ 2 := by positivity
    nlinarith [sq_nonneg (√(1 - c) - 1)]

end

end VibrationalSCF
```

```lean
#print axioms VibrationalSCF.productEnergy_eq_one
#print axioms VibrationalSCF.correlation_lowers_energy
```

```
'VibrationalSCF.productEnergy_eq_one' depends on axioms: [propext, Classical.choice, Quot.sound]
'VibrationalSCF.correlation_lowers_energy' depends on axioms: [propext, Classical.choice, Quot.sound]
```
